# Problem sheet: the tensor Λ of the d(x²−y²) orbital and its Pryce g shifts in a pure d-shell model

A copper(II) ion in a tetragonally elongated octahedron has one hole in its d shell, and the hole occupies the orbital d(x²−y²). The state is orbitally non-degenerate, yet the EPR g values differ from the free-electron value g_e and depend on direction. Spin-orbit coupling k L·S, with L the orbital and S the spin angular momentum and k the spin-orbit constant (negative for a d⁹ ion), mixes excited orbitals into the ground orbital u. In second order its cross terms with the orbital Zeeman term give Pryce's shift of the g tensor,

    Δg_ab = −2k Λ_ab,   Λ_ab = Σₙ ⟨u, L_a dₙ⟩⟨dₙ, L_b u⟩ / Δₙ,

where dₙ are the excited orbitals and Δₙ their excitation energies. On this sheet Δg = −2kΛ is a definition. What is proved is the value of Λ in the five-dimensional orbital space; spin, the magnetic field, covalency and the perturbation expansion do not enter.

## States and operators of the d shell

States are vectors in ℂ⁵. Component j = 0, …, 4 belongs to the basis vector e_M with magnetic quantum number M = 2 − j, and ħ = 1. The constants are s = 1/√2 and `r6` = √6.

```lean
import Mathlib

open Matrix Complex ComplexConjugate

namespace PryceGShift

noncomputable section

/-- States of a d shell in the basis m = 2, 1, 0, -1, -2. -/
abbrev Vec := Fin 5 → ℂ

/-- Operators on the d shell. -/
abbrev Op := Matrix (Fin 5) (Fin 5) ℂ

/-- The number 1/√2. -/
def s : ℂ := (((√2)⁻¹ : ℝ) : ℂ)

/-- The number √6. -/
def r6 : ℂ := ((√6 : ℝ) : ℂ)
```

The ladder operators act as L± e_M = √(6 − M(M±1)) e_{M±1}, and L_z e_M = M e_M. The index a = 0, 1, 2 of `L` stands for x, y, z.

```lean
/-- The raising operator L₊ for l = 2. -/
def Lplus : Op := !![0,2,0,0,0; 0,0,r6,0,0; 0,0,0,r6,0; 0,0,0,0,2; 0,0,0,0,0]

/-- The lowering operator L₋ for l = 2. -/
def Lminus : Op := !![0,0,0,0,0; 2,0,0,0,0; 0,r6,0,0,0; 0,0,r6,0,0; 0,0,0,2,0]

/-- The operator L_z for l = 2. -/
def Lz : Op := !![2,0,0,0,0; 0,1,0,0,0; 0,0,0,0,0; 0,0,0,-1,0; 0,0,0,0,-2]

/-- The Cartesian components L_x = (L₊+L₋)/2, L_y = (L₊-L₋)/2i and L_z. -/
def L : Fin 3 → Op :=
  ![(1 / 2 : ℂ) • (Lplus + Lminus), (-I / 2 : ℂ) • (Lplus - Lminus), Lz]
```

The orbitals are unit vectors with fixed phases:

    u = s(e₂ + e₋₂),   d₀ = i s(e₁ + e₋₁),   d₁ = s(e₋₁ − e₁),
    d₂ = −i s(e₂ − e₋₂),   d₃ = e₀.

The names d(yz), d(xz), d(xy), d(z²) for d₀, …, d₃ are read off the usual real combinations of spherical harmonics and enter only as comments.

```lean
/-- The ground orbital d(x²-y²) = (e₂ + e₋₂)/√2. -/
def u : Vec := ![s, 0, 0, 0, s]

/-- The excited orbitals d(yz), d(xz), d(xy), d(z²), in this order. -/
def exc : Fin 4 → Vec :=
  ![![0, I * s, 0, I * s, 0], ![0, -s, 0, s, 0], ![-I * s, 0, 0, 0, I * s], ![0, 0, 1, 0, 0]]
```

Write Pₙ = |dₙ⟩⟨dₙ| and Q = 1 − |u⟩⟨u|. The ligand-field Hamiltonian of the hole, H = Σₙ Δₙ Pₙ, has real Δₙ and no term for u, so energies are counted from the ground orbital of the hole. That the five real orbitals are its eigenvectors is an assumption of the model. In a tetragonal field of symmetry D4h it follows from symmetry; for Δ₀ ≠ Δ₁ it is an additional simplification, since d(x²−y²) and d(z²) may then mix.

```lean
/-- The operator |v⟩⟨v|. -/
def proj (v : Vec) : Op := vecMulVec v (star v)

/-- The projector Q = 1 - |u⟩⟨u|. -/
def Q : Op := 1 - proj u

/-- The operator Σₙ fₙ |dₙ⟩⟨dₙ| over the excited orbitals. -/
def spec (f : Fin 4 → ℂ) : Op := ∑ n, f n • proj (exc n)

/-- The ligand-field Hamiltonian Σₙ Δₙ |dₙ⟩⟨dₙ| with excitation energies Δₙ. -/
def H (Δ : Fin 4 → ℝ) : Op := spec fun n => (Δ n : ℂ)

/-- The sum over states Σₙ |dₙ⟩⟨dₙ| / Δₙ. -/
def resolvent (Δ : Fin 4 → ℝ) : Op := spec fun n => (Δ n : ℂ)⁻¹
```

For an arbitrary operator R set Λ(R)_ab = ⟨u, L_a R L_b u⟩. The choice R = Σₙ Pₙ/Δₙ, called `resolvent`, gives the sum over states above.

```lean
/-- The tensor Λ_ab = ⟨u, L_a R L_b u⟩. -/
def Lambda (R : Op) : Matrix (Fin 3) (Fin 3) ℂ :=
  of fun a b => star u ⬝ᵥ (L a * R * L b) *ᵥ u

/-- The Pryce g shift Δg = -2kΛ for spin-orbit constant k. -/
def gShift (k : ℝ) (R : Op) : Matrix (Fin 3) (Fin 3) ℂ := (-2 * k : ℂ) • Lambda R
```

## (a) The two square roots

Show that s and √6, taken as complex numbers, are real with squares 1/2 and 6.

Both are real numbers placed in ℂ, so conjugation fixes them, and s² = 1/(√2·√2) = 1/2, √6·√6 = 6. Later parts use only these four facts about the roots.

```lean
/-- The numbers 1/√2 and √6 are real, with squares 1/2 and 6. -/
theorem constants : s * s = 1 / 2 ∧ conj s = s ∧ r6 * r6 = 6 ∧ conj r6 = r6 := by
  refine ⟨?_, conj_ofReal _, ?_, conj_ofReal _⟩
  · unfold s
    rw [← ofReal_mul, ← mul_inv, Real.mul_self_sqrt (by norm_num)]
    simp
  · unfold r6
    rw [← ofReal_mul, Real.mul_self_sqrt (by norm_num)]
    simp
```

## (b) Ladder relations and l(l+1) = 6

Show that [L_z, L₊] = L₊, [L₊, L₋] = 2L_z and L₋L₊ + L_z² + L_z = 6.

L₊ connects e_M to e_{M+1} only, so the commutator with L_z multiplies each entry by (M+1) − M = 1. The products are diagonal:

    L₊L₋ = diag(4, 6, 6, 4, 0),   L₋L₊ = diag(0, 4, 6, 6, 4).

Their difference is diag(4, 2, 0, −2, −4) = 2L_z, and adding M² + M = 6, 2, 0, 0, 2 to the entries of L₋L₊ gives 6 throughout. The proof checks all 25 entries of each identity. Taking the adjoint of the first relation, with L₊† = L₋ and L_z† = L_z from part (c), adds [L_z, L₋] = −L₋; with this the relations identify the matrices as those of angular momentum quantum number l = 2, since L₋L₊ + L_z² + L_z = L² has the value l(l+1) = 6. The result is not used further.

```lean
/-- The ladder relations [L_z, L₊] = L₊, [L₊, L₋] = 2L_z and L₋L₊ + L_z² + L_z = 6. -/
theorem ladder : Lz * Lplus - Lplus * Lz = Lplus ∧
    Lplus * Lminus - Lminus * Lplus = (2 : ℂ) • Lz ∧
    Lminus * Lplus + Lz * Lz + Lz = (6 : ℂ) • (1 : Op) := by
  have h6 := constants.2.2.1
  refine ⟨?_, ?_, ?_⟩ <;> ext i j <;> fin_cases i <;> fin_cases j <;>
    simp [Lplus, Lminus, Lz, h6] <;>
    ring1
```

## (c) Hermiticity of L_x, L_y, L_z

Show that L_a† = L_a.

L₊ is real and L₋ is its transpose, so L₊† = L₋ (`hp`) and L₋† = L₊ (`hm`). Then L₊ + L₋ is Hermitian. For L_y = (−i/2)(L₊ − L₋),

    L_y† = (i/2)(L₋ − L₊) = L_y,

and L_z is real and diagonal.

```lean
/-- Each Cartesian component of L is Hermitian. -/
theorem L_hermitian (a : Fin 3) : (L a)ᴴ = L a := by
  have h6 := constants.2.2.2
  have hp : Lplusᴴ = Lminus := by
    ext i j
    fin_cases i <;> fin_cases j <;> simp [Lplus, Lminus, conjTranspose_apply, h6]
  have hm : Lminusᴴ = Lplus := by rw [← hp, conjTranspose_conjTranspose]
  fin_cases a
  · show ((1 / 2 : ℂ) • (Lplus + Lminus))ᴴ = (1 / 2 : ℂ) • (Lplus + Lminus)
    have h : star (1 / 2 : ℂ) = 1 / 2 := by simp
    rw [conjTranspose_smul, conjTranspose_add, hp, hm, h, add_comm]
  · show ((-I / 2 : ℂ) • (Lplus - Lminus))ᴴ = (-I / 2 : ℂ) • (Lplus - Lminus)
    have h : star (-I / 2 : ℂ) = I / 2 := by simp
    rw [conjTranspose_smul, conjTranspose_sub, hp, hm, h]
    module
  · show Lzᴴ = Lz
    ext i j
    fin_cases i <;> fin_cases j <;> simp [Lz, conjTranspose_apply]
```

## (d) Orthonormality and completeness of the orbitals

Show that ⟨u, u⟩ = 1, ⟨d_m, dₙ⟩ = δ_mn and Q = Σₙ Pₙ.

The squared norms are 2s² = 1, and 1 for d₃. Among the excited orbitals only d₀ and d₁ share basis vectors, and ⟨d₀, d₁⟩ = −i s²(−1 + 1) = 0. In the sums of projectors the cross terms cancel:

    P₀ + P₁ = |e₁⟩⟨e₁| + |e₋₁⟩⟨e₋₁|,
    P₂ + |u⟩⟨u| = |e₂⟩⟨e₂| + |e₋₂⟩⟨e₋₂|,   P₃ = |e₀⟩⟨e₀|.

Adding these gives |u⟩⟨u| + Σₙ Pₙ = 1. In Lean each entry is a polynomial in s and i, settled by a multiple of s² = 1/2 (`h2`) and i² = −1 (`hI`).

```lean
/-- The ground orbital is normalised, the excited orbitals are orthonormal, and the sum of
their projectors is Q. -/
theorem orbitals : star u ⬝ᵥ u = 1 ∧
    (∀ m n, star (exc m) ⬝ᵥ exc n = if m = n then 1 else 0) ∧ Q = spec fun _ => 1 := by
  obtain ⟨h2, hs, -, -⟩ := constants
  have hI := I_sq
  refine ⟨?_, fun m n => ?_, ?_⟩
  · simp [u, dotProduct, Fin.sum_univ_five, hs]
    linear_combination 2 * h2
  · fin_cases m <;> fin_cases n <;> simp [exc, dotProduct, Fin.sum_univ_five, hs] <;>
      first | ring1 | linear_combination 2 * h2
            | linear_combination 2 * h2 - 2 * s ^ 2 * hI
  · ext i j
    simp only [Q, spec, proj, Fin.sum_univ_four, one_smul, Matrix.sub_apply, Matrix.add_apply,
      Matrix.one_apply, vecMulVec_apply, Pi.star_apply]
    fin_cases i <;> fin_cases j <;> simp [u, exc, hs] <;>
      first | ring1 | linear_combination s ^ 2 * hI - 2 * h2 | linear_combination s ^ 2 * hI
            | linear_combination (-s ^ 2) * hI
```

## (e) The action of L on the ground orbital

Show that L_a u = c_a d_a for a = 0, 1, 2 with c = (−i, −i, 2i).

Since L₊e₂ = 0 and L₋e₋₂ = 0, one has L₊u = 2s e₋₁ and L₋u = 2s e₁. Hence

    L_x u = s(e₁ + e₋₁) = −i d₀,
    L_y u = −i s(e₋₁ − e₁) = −i d₁,
    L_z u = 2s(e₂ − e₋₂) = 2i d₂.

Each component reaches one excited orbital, and none reaches d₃. The proof compares the five components of each vector.

```lean
/-- L_x u = -i d(yz), L_y u = -i d(xz) and L_z u = 2i d(xy). -/
theorem L_on_ground : L 0 *ᵥ u = (-I) • exc 0 ∧ L 1 *ᵥ u = (-I) • exc 1 ∧
    L 2 *ᵥ u = (2 * I) • exc 2 := by
  have hI := I_sq
  refine ⟨?_, ?_, ?_⟩ <;> ext i <;> fin_cases i <;>
    simp [L, Lplus, Lminus, Lz, u, exc, mulVec, dotProduct, Fin.sum_univ_five] <;>
    first | ring1 | linear_combination s * hI | linear_combination 2 * s * hI
          | linear_combination (-2 * s) * hI | grind
```

## (f) Operators diagonal in the excited orbitals

For complex weights fₙ, gₙ show that ⟨d_m| Σₙ gₙPₙ = g_m⟨d_m| and (Σₙ fₙPₙ)(Σₙ gₙPₙ) = Σₙ fₙgₙPₙ.

One has ⟨d_m|Pₙ = ⟨d_m, dₙ⟩⟨dₙ| (`hv`), and part (d) leaves the term n = m (`h1`). Multiplying from the left by |d_m⟩ gives P_m Σₙ gₙPₙ = g_m P_m (`h2`). Summing over m with weights f_m gives the product rule.

```lean
/-- For A = Σₙ gₙ |dₙ⟩⟨dₙ| one has ⟨dₘ|A = gₘ⟨dₘ|, and such operators multiply by multiplying
their weights. -/
theorem spec_calculus (f g : Fin 4 → ℂ) :
    (∀ m, star (exc m) ᵥ* spec g = g m • star (exc m)) ∧
    spec f * spec g = spec fun n => f n * g n := by
  have hv : ∀ v w : Vec, star v ᵥ* proj w = (star v ⬝ᵥ w) • star w := by
    intro v w
    ext j
    simp only [proj, vecMul, dotProduct, vecMulVec_apply, Pi.smul_apply, smul_eq_mul,
      Finset.sum_mul, mul_assoc]
  have h1 : ∀ m, star (exc m) ᵥ* spec g = g m • star (exc m) := by
    intro m
    simp only [spec, Fin.sum_univ_four, vecMul_add, vecMul_smul, hv, orbitals.2.1]
    fin_cases m <;> simp
  have h2 : ∀ n, proj (exc n) * spec g = g n • proj (exc n) := by
    intro n
    have h : proj (exc n) * spec g = vecMulVec (exc n) (star (exc n) ᵥ* spec g) := by
      ext i j
      simp only [proj, Matrix.mul_apply, vecMulVec_apply, vecMul, dotProduct, Finset.mul_sum,
        mul_assoc]
    rw [h, h1]
    ext i j
    simp only [proj, vecMulVec_apply, Pi.smul_apply, Matrix.smul_apply, smul_eq_mul]
    ring
  refine ⟨h1, ?_⟩
  calc spec f * spec g = ∑ n, f n • (proj (exc n) * spec g) := by
        rw [show spec f = ∑ n, f n • proj (exc n) from rfl, Finset.sum_mul]
        simp only [smul_mul_assoc]
    _ = spec fun n => f n * g n := by
        simp only [h2, smul_smul]
        rfl
```

## (g) The tensor for four excitation energies

Let Δₙ be real and let R be any operator with HR = Q. Show that

    Λ(R) = diag(1/Δ₀, 1/Δ₁, 4/Δ₂).

The hypothesis says that R inverts H on the excited space, which is the role of the reduced resolvent in second-order perturbation theory. Take it between ⟨d_m| and |dₙ⟩. Part (f) gives ⟨d_m|H = Δ_m⟨d_m|, and with (d) also ⟨d_m|Q = ⟨d_m|, so

    Δ_m ⟨d_m, R dₙ⟩ = δ_mn   (`hx`).

For m = n the right side is 1, so every Δ_m is nonzero (`hne`) and the divisions in the statement are genuine. By (c) and (e),

    Λ_ab = ⟨L_a u, R L_b u⟩ = c̄_a c_b ⟨d_a, R d_b⟩.

For a ≠ b the last factor vanishes, since its product with the nonzero Δ_a is zero. For a = b it equals 1/Δ_a, and |c_a|² = 1, 1, 4 (`hw`). These are the two branches of `by_cases hab`, and `a.castSucc` reads a Cartesian index as the orbital index with the same number. All solutions R give the same tensor, and Δ₃ does not appear in it. Positivity of Δₙ is not assumed here; it is what makes u the ground orbital.

```lean
/-- For any operator R with H R = Q, the tensor ⟨u, L_a R L_b u⟩ is
diag(1/Δ(yz), 1/Δ(xz), 4/Δ(xy)). -/
theorem lambda_tensor (Δ : Fin 4 → ℝ) (R : Op) (hR : H Δ * R = Q) :
    Lambda R = diagonal ![1 / (Δ 0 : ℂ), 1 / (Δ 1 : ℂ), 4 / (Δ 2 : ℂ)] := by
  -- matrix elements of H R = Q between excited orbitals
  have hx : ∀ m n, (Δ m : ℂ) * (star (exc m) ⬝ᵥ R *ᵥ exc n) = if m = n then 1 else 0 := by
    intro m n
    have h : star (exc m) ⬝ᵥ (H Δ * R) *ᵥ exc n = star (exc m) ⬝ᵥ Q *ᵥ exc n := by rw [hR]
    rw [← mulVec_mulVec, dotProduct_mulVec, H, (spec_calculus 1 _).1, smul_dotProduct,
      orbitals.2.2, dotProduct_mulVec _ (spec _), (spec_calculus 1 _).1, one_smul,
      orbitals.2.1] at h
    exact h
  -- the diagonal elements force nonzero excitation energies
  have hne : ∀ m, (Δ m : ℂ) ≠ 0 := fun m h0 => by simpa [h0] using hx m m
  have hc : ∀ a : Fin 3, L a *ᵥ u = ![-I, -I, 2 * I] a • exc a.castSucc := by
    intro a
    fin_cases a
    exacts [L_on_ground.1, L_on_ground.2.1, L_on_ground.2.2]
  have hw : ∀ a : Fin 3, star (![-I, -I, 2 * I] a) * ![-I, -I, 2 * I] a = ![1, 1, 4] a := by
    intro a
    fin_cases a <;> simp
    linear_combination (-4) * I_sq
  have hd : ![1 / (Δ 0 : ℂ), 1 / (Δ 1 : ℂ), 4 / (Δ 2 : ℂ)] =
      fun a : Fin 3 => ![1, 1, 4] a / (Δ a.castSucc : ℂ) := by
    funext a
    fin_cases a <;> first | rfl | simp
  ext a b
  -- move L_a onto the bra by hermiticity
  have h1 : Lambda R a b = star (L a *ᵥ u) ⬝ᵥ R *ᵥ (L b *ᵥ u) := by
    rw [Lambda, of_apply, star_mulVec, L_hermitian, ← mulVec_mulVec, ← mulVec_mulVec,
      dotProduct_mulVec]
  rw [h1, hc, hc, star_smul, smul_dotProduct, mulVec_smul, dotProduct_smul, hd, diagonal_apply,
    smul_eq_mul, smul_eq_mul]
  have h2 := hx a.castSucc b.castSucc
  by_cases hab : a = b
  · subst hab
    rw [if_pos rfl] at h2
    rw [if_pos rfl, eq_div_iff (hne _), ← mul_assoc, hw]
    linear_combination (![1, 1, 4] a : ℂ) * h2
  · rw [if_neg (fun h => hab (Fin.castSucc_injective _ h))] at h2
    rw [if_neg hab, (mul_eq_zero.1 h2).resolve_left (hne _), mul_zero, mul_zero]
```

### Moving an operator from the ket to the bra

Mathlib's `⬝ᵥ` is the bilinear sum Σⱼ vⱼwⱼ without conjugation, so the bra ⟨v| is the conjugated vector `star v`. A matrix A acts on a column by `*ᵥ` and on a row by `ᵥ*`. The lemma `dotProduct_mulVec` is associativity,

    v · (A w) = (v A) · w,

and needs no property of A. In `hx` it lets H act on the row ⟨d_m|, which is the reason part (f) is stated for bras: H stands to the left of the unknown R. In `h1` it is paired with `star_mulVec`, which says that the conjugate of A v is the row v̄ A†. With `L_hermitian` the bra of L_a u becomes ⟨u|L_a, and both sides take the same form.

## (h) The sum over states solves HR = Q

For Δₙ > 0 show that R = Σₙ Pₙ/Δₙ obeys HR = Q.

By (f), HR = Σₙ ΔₙΔₙ⁻¹Pₙ = Σₙ Pₙ, which is Q by (d). Part (g) therefore applies to the sum over states for any positive energies.

```lean
/-- For positive excitation energies the sum over states R = Σₙ |dₙ⟩⟨dₙ|/Δₙ obeys H R = Q. -/
theorem resolvent_witness (Δ : Fin 4 → ℝ) (h : ∀ n, 0 < Δ n) : H Δ * resolvent Δ = Q := by
  rw [H, resolvent, (spec_calculus _ _).2, orbitals.2.2]
  congr 1
  funext n
  exact mul_inv_cancel₀ (ofReal_ne_zero.2 (h n).ne')
```

## (i) Tetragonal field

Place d₀ and d₁ at energy E, d₂ at B and d₃ at A, with k real and HR = Q. Show that

    Δg = diag(−2k/E, −2k/E, −8k/B).

The equal energies of d(yz) and d(xz) express the fourfold axis along z. Part (g) gives Λ = diag(1/E, 1/E, 4/B), and multiplication by −2k gives the claim. Within this second-order model of pure d orbitals, the shifts g⊥ − g_e = −2k/E and g∥ − g_e = −8k/B are positive for k < 0 and E, B > 0, which links the axial EPR spectrum of copper(II) to two ligand-field energies.

```lean
/-- Tetragonal field with d(yz), d(xz) at E, d(xy) at B and d(z²) at A: for H R = Q the Pryce
shift is diag(-2k/E, -2k/E, -8k/B). -/
theorem pryce_tetragonal (k E B A : ℝ) (R : Op) (hR : H ![E, E, B, A] * R = Q) :
    gShift k R = diagonal ![-2 * k / (E : ℂ), -2 * k / (E : ℂ), -8 * k / (B : ℂ)] := by
  rw [gShift, lambda_tensor _ R hR, ← diagonal_smul]
  congr 1
  ext a
  fin_cases a <;> simp <;> ring1
```

## (j) One common gap

Let D > 0 and all Δₙ = D. Show that Λ(Q) = diag(1, 1, 4), that R = Q/D obeys HR = Q, that Λ(Q/D) = diag(1, 1, 4)/D, and that

    Δg = diag(−2k/D, −2k/D, −8k/D).

By (d), Q/D = Σₙ Pₙ/D is the sum over states, so (h) gives HR = Q; `key` states this for every positive gap. Part (g) with gap 1 gives Λ(Q), with gap D it gives Λ(Q/D), and (i) with E = B = A = D gives the shift. A single gap is an average-energy idealisation, in which the anisotropy comes from the weights 1, 1, 4 alone.

```lean
/-- One gap D > 0: ⟨u, L_a Q L_b u⟩ = diag(1, 1, 4), R = Q/D obeys H R = Q, its tensor is
diag(1, 1, 4)/D, and the Pryce shift is diag(-2k/D, -2k/D, -8k/D). -/
theorem pryce_single_gap (k D : ℝ) (hD : 0 < D) :
    Lambda Q = diagonal ![1, 1, 4] ∧ H ![D, D, D, D] * ((D : ℂ)⁻¹ • Q) = Q ∧
    Lambda ((D : ℂ)⁻¹ • Q) = diagonal ![1 / (D : ℂ), 1 / (D : ℂ), 4 / (D : ℂ)] ∧
    gShift k ((D : ℂ)⁻¹ • Q) =
      diagonal ![-2 * k / (D : ℂ), -2 * k / (D : ℂ), -8 * k / (D : ℂ)] := by
  have key : ∀ E : ℝ, 0 < E → H ![E, E, E, E] * ((E : ℂ)⁻¹ • Q) = Q := by
    intro E hE
    have h : (E : ℂ)⁻¹ • Q = resolvent ![E, E, E, E] := by
      rw [orbitals.2.2]
      simp [resolvent, spec, Fin.sum_univ_four, smul_add]
    rw [h]
    exact resolvent_witness _ fun n => by fin_cases n <;> simpa using hE
  refine ⟨?_, key D hD, ?_, pryce_tetragonal k D D D _ (key D hD)⟩
  · simpa using lambda_tensor _ _ (key 1 one_pos)
  · simpa using lambda_tensor _ _ (key D hD)

end

end PryceGShift
```

```lean
#print axioms PryceGShift.ladder
-- 'PryceGShift.ladder' depends on axioms: [propext, Classical.choice, Quot.sound]
#print axioms PryceGShift.pryce_single_gap
-- 'PryceGShift.pryce_single_gap' depends on axioms: [propext, Classical.choice, Quot.sound]
```
